# A neutral finite set of charged sheets has a Coulomb sum equal to twice the integral of its squared enclosed charge

## Sheets, enclosed charge and the Coulomb sum

Take finitely many infinite, uniformly charged planes, all perpendicular to one axis. Sheet $i$ sits at position $x_i$ and carries charge per area $q_i$; both are real numbers. The total charge is $Q=\sum_i q_i$, and the system is neutral when $Q=0$.

```lean
import Mathlib

open MeasureTheory Filter Topology

namespace ChargedSheets

noncomputable section

variable {ι : Type*} [Fintype ι]
```

The labels $i$ are the elements of a finite type `ι`. It may be empty, and nothing orders the sheets from left to right.

```lean
/-- The charge `F(t)` carried by all sheets at positions not beyond `t`. -/
def enclosedCharge (q x : ι → ℝ) (t : ℝ) : ℝ := ∑ i, if x i ≤ t then q i else 0
```

In ordinary notation,
$$F(t)=\sum_{i:\,x_i\le t} q_i .$$
The arguments `q x : ι → ℝ` are the lists of charges and positions. A sheet exactly at $t$ is counted, so $F$ is a step function that takes its new value at the sheet itself.

```lean
/-- The one-dimensional Coulomb sum: each ordered pair of sheets contributes
`-q i * q j * |x i - x j|`. -/
def sheetEnergy (q x : ι → ℝ) : ℝ := -∑ i, ∑ j, q i * q j * |x i - x j|
```

This is
$$S=-\sum_i\sum_j q_iq_j\,|x_i-x_j| .$$
Each pair of distinct labels is counted twice, and the diagonal terms are zero. In SI units a sheet has potential $-q_i|t-x_i|/(2\varepsilon_0)$, so the electrostatic energy per area is $S/(4\varepsilon_0)$. The theorems concern $S$ itself; the factors of $\varepsilon_0$ are a translation made here.

## The gap between two sheets

```lean
/-- The function equal to one in the gap between sheets at `a` and `b`, and zero outside. -/
def slab (a b : ℝ) : ℝ → ℝ := (Set.Ico (min a b) (max a b)).indicator 1
```

The function `slab a b`, written $s_{ab}(t)$ below, is 1 for $\min(a,b)\le t<\max(a,b)$ and 0 elsewhere. `Set.Ico` is the interval closed on the left and open on the right, which matches the convention $x_i\le t$ in $F$.

```lean
/-- The slab function is integrable over the line. -/
theorem integrable_slab (a b : ℝ) : Integrable (slab a b) := by
  unfold slab
  rw [integrable_indicator_iff measurableSet_Ico]
  exact (continuous_const (y := (1 : ℝ))).integrableOn_Icc.mono_set Set.Ico_subset_Icc_self
```

A Lean theorem gives a name, its hypotheses, a colon, the claim, and after `:= by` the proof. Here the claim is that $s_{ab}$ is integrable. The proof reduces this to integrating the constant 1 over a bounded interval.

```lean
/-- The integral of the slab function is the distance between the two sheets. -/
theorem integral_slab (a b : ℝ) : ∫ t, slab a b t = |a - b| := by
  unfold slab
  rw [integral_indicator_one measurableSet_Ico, Real.volume_real_Ico_of_le min_le_max,
    max_sub_min_eq_abs']
```

The integral is the length of the interval:
$$\int s_{ab}(t)\,dt=\max(a,b)-\min(a,b)=|a-b| .$$
A distance has become an integral over the space between the sheets.

## The squared enclosed charge as a pair sum

```lean
/-- For a neutral system the squared enclosed charge is a sum over pairs of sheets, each
pair contributing only in the gap between them. -/
theorem enclosedCharge_sq (q x : ι → ℝ) (hq : ∑ i, q i = 0) (t : ℝ) :
    enclosedCharge q x t ^ 2 = -(1 / 2) * ∑ i, ∑ j, q i * q j * slab (x i) (x j) t := by
  -- the slab written through two step functions
  have hs : ∀ a b : ℝ, slab a b t = (if a ≤ t then 1 else 0) + (if b ≤ t then 1 else 0)
      - 2 * ((if a ≤ t then 1 else 0) * (if b ≤ t then 1 else 0)) := by
    intro a b
    unfold slab
    rcases le_or_gt a t with ha | ha <;> rcases le_or_gt b t with hb | hb <;>
      norm_num [Set.indicator_apply, ha, hb, not_le_of_gt, not_lt_of_ge]
  have hF : enclosedCharge q x t = ∑ i, q i * (if x i ≤ t then 1 else 0) := by
    simp [enclosedCharge]
  have key : ∑ i, ∑ j, q i * q j * slab (x i) (x j) t
      = (∑ i, q i * (if x i ≤ t then 1 else 0)) * (∑ j, q j)
        + (∑ i, q i) * (∑ j, q j * (if x j ≤ t then 1 else 0))
        - 2 * ((∑ i, q i * (if x i ≤ t then 1 else 0))
          * (∑ j, q j * (if x j ≤ t then 1 else 0))) := by
    rw [Finset.sum_mul_sum, Finset.sum_mul_sum, Finset.sum_mul_sum, Finset.mul_sum,
      ← Finset.sum_add_distrib, ← Finset.sum_sub_distrib]
    refine Finset.sum_congr rfl fun i _ => ?_
    rw [Finset.mul_sum, ← Finset.sum_add_distrib, ← Finset.sum_sub_distrib]
    refine Finset.sum_congr rfl fun j _ => ?_
    rw [hs]
    ring
  rw [key, ← hF, hq]
  ring
```

The hypothesis `hq` is neutrality. The claim, for every $t$, is
$$F(t)^2=-\tfrac12\sum_i\sum_j q_iq_j\,s_{x_ix_j}(t).$$

To derive it, let $\theta_i(t)$ be 1 if $x_i\le t$ and 0 otherwise, so that $F=\sum_i q_i\theta_i$. A point lies in the gap between two sheets when exactly one of them has been passed, hence
$$s_{x_ix_j}=\theta_i+\theta_j-2\theta_i\theta_j .$$
Multiply by $q_iq_j$ and sum:
$$\sum_i\sum_j q_iq_j\,s_{x_ix_j}=FQ+QF-2F^2 .$$
With $Q=0$ only $-2F^2$ remains, and dividing by $-2$ gives the claim.

In the proof, `hs` is the step-function formula, checked in the four cases for $a\le t$ and $b\le t$. The statement `key` is the summed formula: products of sums are expanded into double sums and compared term by term. The last two lines set $Q=0$.

## Neutrality and a finite integral

```lean
/-- The squared enclosed charge is integrable over the line exactly when the total charge
is zero. -/
theorem integrable_enclosedCharge_sq_iff (q x : ι → ℝ) :
    Integrable (fun t => enclosedCharge q x t ^ 2) ↔ ∑ i, q i = 0 := by
  constructor
  · intro h
    obtain ⟨b, hb⟩ := (Set.finite_range x).bddAbove
    -- to the right of all sheets the enclosed charge is the total charge
    have hc : IntegrableOn (fun _ : ℝ => (∑ i, q i) ^ 2) (Set.Ici b) := by
      refine (h.integrableOn (s := Set.Ici b)).congr_fun (fun t ht => ?_) measurableSet_Ici
      have hx : ∀ i, x i ≤ t := fun i => (hb (Set.mem_range_self i)).trans ht
      simp [enclosedCharge, hx]
    by_contra hQ
    simp [integrableOn_const_iff, hQ] at hc
  · intro hq
    simp_rw [enclosedCharge_sq q x hq]
    exact (MeasureTheory.integrable_finsetSum _ fun i _ => MeasureTheory.integrable_finsetSum _ fun j _ =>
      (integrable_slab (x i) (x j)).const_mul (q i * q j)).const_mul _
```

The symbol `↔` means "if and only if": $F^2$ is integrable over the line exactly when $Q=0$.

For the forward direction, let $b$ be an upper bound for the positions. For $t\ge b$ every sheet has been passed, so $F(t)^2=Q^2$. A constant is integrable over a half-line only if it is zero, so $Q=0$. Conversely, if $Q=0$, the pair formula writes $F^2$ as a finite combination of integrable slab functions. The two bullets of the proof follow these two arguments.

Physically, a neutral stack has no field outside, and inside the field is $F/\varepsilon_0$. Lean assigns the value 0 to the integral of a non-integrable function, so this theorem also confirms that the integral in the next one is a genuine one.

## The energy identity

```lean
/-- For a neutral system of sheets the Coulomb sum equals twice the integral of the squared
enclosed charge. -/
theorem sheetEnergy_eq_integral (q x : ι → ℝ) (hq : ∑ i, q i = 0) :
    sheetEnergy q x = 2 * ∫ t, enclosedCharge q x t ^ 2 := by
  have hint : ∀ i j, Integrable (fun t => q i * q j * slab (x i) (x j) t) :=
    fun i j => (integrable_slab (x i) (x j)).const_mul _
  -- integrate the pair sum term by term
  have hsum : ∫ t, ∑ i, ∑ j, q i * q j * slab (x i) (x j) t
      = ∑ i, ∑ j, q i * q j * |x i - x j| := by
    rw [MeasureTheory.integral_finsetSum _ fun i _ => MeasureTheory.integrable_finsetSum _ fun j _ => hint i j]
    refine Finset.sum_congr rfl fun i _ => ?_
    rw [MeasureTheory.integral_finsetSum _ fun j _ => hint i j]
    refine Finset.sum_congr rfl fun j _ => ?_
    rw [integral_const_mul, integral_slab]
  simp_rw [enclosedCharge_sq q x hq]
  rw [integral_const_mul, hsum, sheetEnergy]
  ring
```

For neutral sheets,
$$S=2\int F(t)^2\,dt .$$
Integrate the pair formula term by term, using the length of each gap:
$$\int F^2\,dt=-\tfrac12\sum_i\sum_j q_iq_j\int s_{x_ix_j}\,dt=-\tfrac12\sum_i\sum_j q_iq_j|x_i-x_j|=\tfrac12 S .$$

In Lean, `hint` supplies the integrability of each term and `hsum` exchanges the integral with the two finite sums. Divided by $4\varepsilon_0$, the identity equates the pair energy per area with the field energy $\tfrac{\varepsilon_0}{2}\int E^2\,dt$, where $E=F/\varepsilon_0$.

The smallest nontrivial case is a capacitor with charges $q$ and $-q$ a distance $d$ apart. The two ordered pairs give $S=2q^2d$. In the gap $F^2=q^2$, and outside it $F=0$, so $2\int F^2\,dt=2q^2d$ as well.

In a simulation of finitely many point charges in a neutral cell that is periodic in two directions only, the laterally averaged part of the Coulomb energy is $\pi S/A$ in Gaussian units, where $A$ is the cell area, $x_i$ are the heights, and $q_i$ in $S$ now stands for the point charges themselves instead of charges per area. A code can evaluate $S$ without the double loop: sort the heights, accumulate the charge from the bottom up, and add twice the squared running charge times each gap width.

## Sign of the energy

```lean
/-- The Coulomb sum of a neutral system of sheets is nonnegative. -/
theorem sheetEnergy_nonneg (q x : ι → ℝ) (hq : ∑ i, q i = 0) : 0 ≤ sheetEnergy q x := by
  rw [sheetEnergy_eq_integral q x hq]
  exact mul_nonneg zero_le_two (integral_nonneg fun t => sq_nonneg _)
```

The integral of a square is nonnegative, so $S\ge 0$ for every neutral system. Neutrality matters here: two equal charges $q\neq0$ a distance $d>0$ apart give $S=-2q^2d<0$. Without neutrality the sum can thus be negative, though it need not be: charges $2q$ and $-q$ at the same distance give $S=4q^2d>0$.

## When the energy vanishes

```lean
/-- The Coulomb sum of a neutral system vanishes exactly when the enclosed charge is zero
at every point of the line. -/
theorem sheetEnergy_eq_zero_iff (q x : ι → ℝ) (hq : ∑ i, q i = 0) :
    sheetEnergy q x = 0 ↔ ∀ t, enclosedCharge q x t = 0 := by
  rw [sheetEnergy_eq_integral q x hq]
  constructor
  · intro h t
    have h0 : ∫ t, enclosedCharge q x t ^ 2 = 0 := by linarith
    have hae := (integral_eq_zero_iff_of_nonneg (fun t => sq_nonneg (enclosedCharge q x t))
      ((integrable_enclosedCharge_sq_iff q x).2 hq)).1 h0
    have hd := Measure.dense_of_ae hae
    -- just to the right of `t` no further sheet is met
    have hev : ∀ᶠ s in 𝓝[>] t, ∀ i, (x i ≤ s ↔ x i ≤ t) := by
      refine eventually_all.2 fun i => ?_
      rcases le_or_gt (x i) t with h | h
      · filter_upwards [self_mem_nhdsWithin] with s hs
        exact iff_of_true (h.trans (le_of_lt hs)) h
      · filter_upwards [Ioo_mem_nhdsGT h] with s hs
        exact iff_of_false (not_le_of_gt hs.2) (not_le_of_gt h)
    obtain ⟨u, hu, hsub⟩ := mem_nhdsGT_iff_exists_Ioo_subset.1 hev
    obtain ⟨s, hs, hsu⟩ := hd.exists_between hu
    have hs0 : enclosedCharge q x s = 0 := pow_eq_zero_iff two_ne_zero |>.1 hs
    have hst : ∀ i, (x i ≤ s ↔ x i ≤ t) := hsub hsu
    simpa only [enclosedCharge, hst] using hs0
  · intro h
    simp [h]
```

For a neutral system, $S=0$ exactly when $F(t)=0$ at every $t$. One direction is immediate from the identity. For the other, $\int F^2\,dt=0$ gives $F=0$ only almost everywhere, and the step structure of $F$ has to supply the rest.

Fix $t$. There are finitely many sheets, so some interval $(t,u)$ contains none, and $F(s)=F(t)$ for all $s$ in it. The points where $F$ vanishes are dense, so one of them lies in $(t,u)$, and therefore $F(t)=0$.

The proof follows this closely. `hae` is the almost-everywhere statement and `hd` the density. `hev` says that for $s$ just to the right of $t$, written `𝓝[>] t`, each sheet satisfies $x_i\le s$ exactly when $x_i\le t$. The point `s` is then chosen between `t` and `u`.

```lean
/-- A neutral system of sheets at distinct positions, with charges not all zero, has a
strictly positive Coulomb sum. -/
theorem sheetEnergy_pos (q x : ι → ℝ) (hq : ∑ i, q i = 0) (hx : Function.Injective x)
    (hne : ∃ i, q i ≠ 0) : 0 < sheetEnergy q x := by
  refine lt_of_le_of_ne (sheetEnergy_nonneg q x hq) fun h => ?_
  have hF := (sheetEnergy_eq_zero_iff q x hq).1 h.symm
  obtain ⟨i₀, hi₀⟩ := hne
  -- the leftmost sheet with nonzero charge
  obtain ⟨k, hk, hmin⟩ := Finset.exists_min_image (Finset.univ.filter fun i => q i ≠ 0) x
    ⟨i₀, by simp [hi₀]⟩
  have hk0 : q k ≠ 0 := (Finset.mem_filter.1 hk).2
  have hval : enclosedCharge q x (x k) = q k := by
    unfold enclosedCharge
    rw [Finset.sum_eq_single k]
    · simp
    · intro i _ hik
      by_cases hi : q i = 0
      · simp [hi]
      · have hki : x k ≤ x i := hmin i (by simp [hi])
        have hlt : x k < x i := lt_of_le_of_ne hki fun e => hik (hx e.symm)
        exact if_neg (not_le_of_gt hlt)
    · intro hn
      exact absurd (Finset.mem_univ k) hn
  exact hk0 (hval.symm.trans (hF (x k)))

end

end ChargedSheets
```

Two more hypotheses appear. `Function.Injective x` says that different labels have different positions, and `hne` says that some charge is nonzero. The conclusion is $S>0$.

Suppose instead that $S=0$. Then $F$ vanishes everywhere. Let $k$ label the leftmost sheet with nonzero charge. Every other sheet at or to the left of $x_k$ carries zero charge, so $F(x_k)=q_k\neq0$, a contradiction. In Lean, `Finset.exists_min_image` selects `k`, and `hval` is the equation $F(x_k)=q_k$.

Distinct positions are needed because charges $q$ and $-q$ placed on the same plane cancel, giving $S=0$ with nonzero charges.

All these statements concern finitely many infinitely thin sheets on an open line. Continuous charge densities and periodic repetition along the axis are not treated.

```lean
#print axioms ChargedSheets.sheetEnergy_eq_integral
#print axioms ChargedSheets.sheetEnergy_pos
```

```
'ChargedSheets.sheetEnergy_eq_integral' depends on axioms: [propext, Classical.choice, Quot.sound]
'ChargedSheets.sheetEnergy_pos' depends on axioms: [propext, Classical.choice, Quot.sound]
```
